# In a leading-order error model, the best equilibration discard does not depend on run length

A Monte Carlo code that always discards the first tenth of a run throws away ten times as much data when the run becomes ten times longer, although the relaxation from the starting configuration takes no longer than before. On a short run, the same rule can leave most of the relaxation in the average. The first failure wastes samples and the second biases the result. For a single exponential transient and the error model below, the best discard is a fixed length of simulation time.

## The bias bound and the optimal discard

Let t be simulation time, and let the expected value of an observable differ from its equilibrium value by A exp(−t/t0), with amplitude A > 0 and relaxation time t0 > 0. Over a run of length M > 0, the mean of this transient satisfies

(1/M) ∫₀ᴹ A exp(−t/t0) dt < A t0/M.

Now discard an initial length d ≥ 0. The model squared error is

f(d) = (A t0/M)² exp(−2d/t0) + (s/M)(1 + d/M).

The first term is a squared bias, and the second is a statistical variance. The constant s > 0 stands for the noise of the equilibrated, correlated series: the variance of its average over a long time M is about s/M. In terms of the variance σ² of a single value and the integrated autocorrelation time τ, defined as the integral of the normalized autocorrelation function from 0 to ∞, s = 2σ²τ.

The unique minimizer of f on d ≥ 0 is

d* = max(0, (t0/2) ln(2A²t0/s)).

It does not contain M. It is positive exactly when s < 2A²t0; otherwise the model says to keep everything.

## Setting the equilibration length in VMC and DMC

When a variational or diffusion Monte Carlo run starts away from equilibrium, an initial stretch is usually left out of the averages, and its length must be chosen. In VMC, t0 is a relaxation time of the Markov chain. In DMC, it is set at late times by the inverse of an excitation gap. Given estimates of A, t0 and s, the formula supplies that length as long as one exponential dominates, the noise around it is already that of equilibrium, and both d* and t0 are much shorter than the run.

Within the model, discarding a fixed fraction φ of the run multiplies the variance term by 1 + φ however long the run is. Discarding d* multiplies it by 1 + d*/M, which tends to 1 for long runs.

## From the transient to the minimizer

An antiderivative of A exp(−t/t0) is −A t0 exp(−t/t0). For a window from a to b with a < b, therefore,

∫ₐᵇ A exp(−t/t0) dt = A t0 [exp(−a/t0) − exp(−b/t0)].

Dividing by b − a and dropping the negative last term gives the strict bound

mean over [a, b] < A t0 exp(−a/t0)/(b − a).

The choice a = 0, b = M gives A t0/M.

The model takes A t0 exp(−d/t0)/M for the bias after a discard d. For the variance it expands s/(M − d) to first order in d/M. Differentiating f gives

f′(d) = −(2A²t0/M²) exp(−2d/t0) + s/M².

Both terms carry the factor 1/M², so M drops out of f′(D) = 0:

exp(−2D/t0) = s/(2A²t0),

D = (t0/2) ln(2A²t0/s).

The error is easily mis-derived at this point by letting the bias term decay as exp(−d/t0). The bias enters squared, so its rate doubles. Without the doubling, the stationary point would come out as t0 ln(A²t0/s), with both the prefactor and the argument of the logarithm wrong.

To compare f(d) with f(D), set x = 2(d − D)/t0. Then exp(−2d/t0) = exp(−2D/t0) exp(−x), and

(A t0/M)² exp(−2D/t0) = s t0/(2M²).

The linear part of the variance changes by s(d − D)/M² = s t0 x/(2M²). Altogether,

f(d) − f(D) = (s t0/(2M²)) (exp(−x) − 1 + x).

Since exp(−x) > 1 − x for x ≠ 0, the right-hand side is positive whenever d ≠ D. If D ≥ 0, D is therefore the unique minimizer.

If D ≤ 0, then s ≥ 2A²t0. For d > 0, the inequality exp(−2d/t0) > 1 − 2d/t0 gives

f(d) − f(0) > −(A t0/M)² (2d/t0) + s d/M² = d(s − 2A²t0)/M² ≥ 0.

The unique minimizer is then d = 0. The two cases together give d* = max(0, D).

When s < 2A²t0, d* = D, and inserting the value of the exponential gives the smallest model error:

f(d*) = s t0/(2M²) + (s/M)(1 + d*/M) = (s/M)[1 + (d* + t0/2)/M].

The residual squared bias thus costs as much as an additional discard of t0/2.

## The Lean file and its proof

```lean
import Mathlib

open Real

namespace EquilibrationDiscard

noncomputable section

/-- The equilibration transient of amplitude `A` and relaxation time `t0 > 0`. -/
def transient (A t0 t : ℝ) : ℝ := A * exp (-t / t0)

/-- The time average of the transient over the window from `a` to `b`, for `a < b`. -/
def windowMean (A t0 a b : ℝ) : ℝ := (∫ t in a..b, transient A t0 t) / (b - a)

/-- The model squared error after discarding a length `d`: a squared bias that decays with `d` plus
a statistical variance that grows linearly with `d`, for positive `A`, `t0`, `s` and `M`. -/
def modelError (A t0 s M d : ℝ) : ℝ :=
  (A * t0 / M) ^ 2 * exp (-2 * d / t0) + s / M * (1 + d / M)

/-- The discard length `(t0/2) ln(2 A² t0 / s)`, which may be negative;
the domain is `A ≠ 0`, `t0 > 0`, `s > 0`. -/
def stationaryDiscard (A t0 s : ℝ) : ℝ := t0 / 2 * log (2 * A ^ 2 * t0 / s)

/-- The larger of zero and the stationary discard length, for `A ≠ 0`, `t0 > 0`, `s > 0`. -/
def optimalDiscard (A t0 s : ℝ) : ℝ := max 0 (stationaryDiscard A t0 s)

/-- The integral of the transient over a time window. -/
theorem integral_transient {t0 : ℝ} (A a b : ℝ) (ht : t0 ≠ 0) :
    ∫ t in a..b, transient A t0 t = A * t0 * (exp (-a / t0) - exp (-b / t0)) := by
  have h : ∀ t ∈ Set.uIcc a b,
      HasDerivAt (fun t => -(A * t0) * exp (-t / t0)) (transient A t0 t) t := by
    intro t _
    have h1 : HasDerivAt (fun x : ℝ => -x / t0) (-1 / t0) t :=
      ((hasDerivAt_id' t).fun_neg).div_const t0
    have h2 : t0 * t0⁻¹ = 1 := mul_inv_cancel₀ ht
    refine (h1.exp.const_mul (-(A * t0))).congr_deriv ?_
    unfold transient
    linear_combination (A * exp (-t / t0)) * h2
  have hc : Continuous (fun t => transient A t0 t) := by
    unfold transient
    fun_prop
  rw [intervalIntegral.integral_eq_sub_of_hasDerivAt h (hc.intervalIntegrable a b)]
  ring

/-- The mean of the transient over a window starting at `a` is strictly below
`A t0 exp(-a/t0)` divided by the window length. -/
theorem windowMean_lt {A t0 a b : ℝ} (hA : 0 < A) (ht : 0 < t0) (hab : a < b) :
    windowMean A t0 a b < A * t0 * exp (-a / t0) / (b - a) := by
  have h := div_pos (mul_pos (mul_pos hA ht) (exp_pos (-b / t0))) (sub_pos.2 hab)
  have e : windowMean A t0 a b =
      A * t0 * exp (-a / t0) / (b - a) - A * t0 * exp (-b / t0) / (b - a) := by
    rw [windowMean, integral_transient A a b ht.ne']
    ring
  linarith

/-- The mean of the transient over a whole run of length `M` is strictly below `A t0 / M`. -/
theorem runMean_lt {A t0 M : ℝ} (hA : 0 < A) (ht : 0 < t0) (hM : 0 < M) :
    windowMean A t0 0 M < A * t0 / M := by
  simpa using windowMean_lt hA ht hM

/-- At the stationary discard length `D`, the factor `exp(-2 D / t0)` of the squared bias equals `s
/ (2 A² t0)`. -/
theorem exp_stationaryDiscard {A t0 s : ℝ} (hA : 0 < A) (ht : 0 < t0) (hs : 0 < s) :
    exp (-2 * stationaryDiscard A t0 s / t0) = s / (2 * A ^ 2 * t0) := by
  have h : -2 * stationaryDiscard A t0 s / t0 = -log (2 * A ^ 2 * t0 / s) := by
    have h2 : t0 * t0⁻¹ = 1 := mul_inv_cancel₀ ht.ne'
    unfold stationaryDiscard
    linear_combination (-log (2 * A ^ 2 * t0 / s)) * h2
  rw [h, exp_neg, exp_log (by positivity), inv_div]

/-- The exact difference between the model error at discard length `d` and at the stationary
discard length. -/
theorem modelError_excess {A t0 s M : ℝ} (hA : 0 < A) (ht : 0 < t0) (hs : 0 < s)
    (hM : 0 < M) (d : ℝ) :
    modelError A t0 s M d - modelError A t0 s M (stationaryDiscard A t0 s) =
      s * t0 / (2 * M ^ 2) * (exp (-(2 * (d - stationaryDiscard A t0 s) / t0)) - 1
        + 2 * (d - stationaryDiscard A t0 s) / t0) := by
  have hst := exp_stationaryDiscard hA ht hs
  -- split the decay at `d` into the decay up to the stationary point and the rest
  have hd : exp (-2 * d / t0) = exp (-2 * stationaryDiscard A t0 s / t0) *
      exp (-(2 * (d - stationaryDiscard A t0 s) / t0)) := by
    rw [← exp_add]
    congr 1
    ring
  unfold modelError
  rw [hd, hst]
  generalize exp (-(2 * (d - stationaryDiscard A t0 s) / t0)) = E
  field_simp
  ring

/-- The optimal discard length is positive exactly when `s < 2 A² t0`. -/
theorem optimalDiscard_pos_iff {A t0 s : ℝ} (hA : 0 < A) (ht : 0 < t0) (hs : 0 < s) :
    0 < optimalDiscard A t0 s ↔ s < 2 * A ^ 2 * t0 := by
  have h : 0 < stationaryDiscard A t0 s ↔ s < 2 * A ^ 2 * t0 := by
    rw [stationaryDiscard, mul_pos_iff_of_pos_left (by positivity),
      Real.log_pos_iff (by positivity), one_lt_div hs]
  rw [optimalDiscard, lt_max_iff, h]
  simp

/-- Every other non-negative discard length has a strictly larger model error than the
optimal one. -/
theorem modelError_optimal_lt {A t0 s M d : ℝ} (hA : 0 < A) (ht : 0 < t0) (hs : 0 < s)
    (hM : 0 < M) (hd : 0 ≤ d) (hne : d ≠ optimalDiscard A t0 s) :
    modelError A t0 s M (optimalDiscard A t0 s) < modelError A t0 s M d := by
  rcases le_total (stationaryDiscard A t0 s) 0 with hD | hD
  · -- the stationary point is not positive: compare with no discard at all
    have h0 : optimalDiscard A t0 s = 0 := max_eq_left hD
    have hs2 : 2 * A ^ 2 * t0 ≤ s := by
      refine not_lt.1 fun h => ?_
      have hp := (optimalDiscard_pos_iff hA ht hs).2 h
      rw [h0] at hp
      exact lt_irrefl _ hp
    rw [h0] at hne ⊢
    have hdp : 0 < d := lt_of_le_of_ne hd (Ne.symm hne)
    have hx : -2 * d / t0 < 0 := div_neg_of_neg_of_pos (by linarith) ht
    have h1 : (A * t0 / M) ^ 2 * (-2 * d / t0 + 1) < (A * t0 / M) ^ 2 * exp (-2 * d / t0) :=
      mul_lt_mul_of_pos_left (Real.add_one_lt_exp hx.ne) (by positivity)
    have h2 : (A * t0 / M) ^ 2 * (-2 * d / t0 + 1) + s / M * (1 + d / M)
        - ((A * t0 / M) ^ 2 + s / M) = d * (s - 2 * A ^ 2 * t0) / M ^ 2 := by
      field_simp
      ring
    have h3 : 0 ≤ d * (s - 2 * A ^ 2 * t0) / M ^ 2 :=
      div_nonneg (mul_nonneg hd (sub_nonneg.2 hs2)) (by positivity)
    have h4 : modelError A t0 s M 0 = (A * t0 / M) ^ 2 + s / M := by simp [modelError]
    rw [h4]
    unfold modelError
    linarith
  · -- the stationary point is admissible: the excess error is strictly positive
    have h0 : optimalDiscard A t0 s = stationaryDiscard A t0 s := max_eq_right hD
    rw [h0] at hne ⊢
    have hx : 2 * (d - stationaryDiscard A t0 s) / t0 ≠ 0 :=
      div_ne_zero (mul_ne_zero two_ne_zero (sub_ne_zero.2 hne)) ht.ne'
    have h1 := Real.add_one_lt_exp (neg_ne_zero.2 hx)
    have h2 : 0 < s * t0 / (2 * M ^ 2) *
        (exp (-(2 * (d - stationaryDiscard A t0 s) / t0)) - 1
          + 2 * (d - stationaryDiscard A t0 s) / t0) :=
      mul_pos (by positivity) (by linarith)
    have h3 := modelError_excess hA ht hs hM d
    linarith

/-- For every run length `M`, a discard length minimizes the model error among non-negative
ones if and only if it equals `max(0, (t0/2) ln(2 A² t0 / s))`, which does not involve `M`. -/
theorem minimizer_iff {A t0 s M : ℝ} (hA : 0 < A) (ht : 0 < t0) (hs : 0 < s)
    (hM : 0 < M) (d : ℝ) :
    (0 ≤ d ∧ ∀ d', 0 ≤ d' → modelError A t0 s M d ≤ modelError A t0 s M d') ↔
      d = max 0 (t0 / 2 * log (2 * A ^ 2 * t0 / s)) := by
  change _ ↔ d = optimalDiscard A t0 s
  constructor
  · rintro ⟨hd, hmin⟩
    by_contra hne
    exact not_lt_of_ge (hmin _ (le_max_left _ _)) (modelError_optimal_lt hA ht hs hM hd hne)
  · rintro rfl
    refine ⟨le_max_left _ _, fun d' hd' => ?_⟩
    by_cases h : d' = optimalDiscard A t0 s
    · rw [h]
    · exact (modelError_optimal_lt hA ht hs hM hd' h).le

/-- When `s < 2 A² t0`, the model error at the optimal discard length `d` is
`(s/M) (1 + (d + t0/2)/M)`. -/
theorem modelError_optimal_eq {A t0 s M : ℝ} (hA : 0 < A) (ht : 0 < t0) (hs : 0 < s)
    (hM : 0 < M) (h : s < 2 * A ^ 2 * t0) :
    modelError A t0 s M (optimalDiscard A t0 s) =
      s / M * (1 + (optimalDiscard A t0 s + t0 / 2) / M) := by
  have hp := (optimalDiscard_pos_iff hA ht hs).2 h
  have hD : optimalDiscard A t0 s = stationaryDiscard A t0 s :=
    max_eq_right ((lt_max_iff.1 hp).resolve_left (lt_irrefl _)).le
  rw [hD, modelError, exp_stationaryDiscard hA ht hs]
  field_simp
  ring

end

end EquilibrationDiscard
```

```lean
#print axioms EquilibrationDiscard.runMean_lt
-- 'EquilibrationDiscard.runMean_lt' depends on axioms: [propext, Classical.choice, Quot.sound]
#print axioms EquilibrationDiscard.minimizer_iff
-- 'EquilibrationDiscard.minimizer_iff' depends on axioms: [propext, Classical.choice, Quot.sound]
#print axioms EquilibrationDiscard.modelError_optimal_eq
-- 'EquilibrationDiscard.modelError_optimal_eq' depends on axioms: [propext, Classical.choice, Quot.sound]
```

`integral_transient` supplies the antiderivative and applies the fundamental theorem of calculus through `intervalIntegral.integral_eq_sub_of_hasDerivAt`; continuity gives the required integrability. `windowMean_lt` writes the mean as the bound minus a positive endpoint term, and `runMean_lt` sets a = 0 and b = M.

`exp_stationaryDiscard` evaluates the exponential at D. `modelError_excess` splits the exponential at d into its value at D times exp(−x), as in the derivation, and then `field_simp` and `ring` finish the algebra with exp(−x) treated as a single unknown `E`. `optimalDiscard_pos_iff` turns the sign of the logarithm into the comparison of s with 2A²t0.

`modelError_optimal_lt` contains the two cases D ≤ 0 and D ≥ 0. `minimizer_iff` draws the equivalence from it: a minimizer different from d* would contradict the strict inequality, and d* itself is a minimizer by the same inequality. `modelError_optimal_eq` substitutes the exponential at D into f.

The proof turns on one Mathlib lemma, `Real.add_one_lt_exp`, which says that y + 1 < exp(y) for every real y ≠ 0. It is used at y = −x when D ≥ 0 and at y = −2d/t0 when D ≤ 0. Because the inequality holds for all nonzero y, it compares f(d) with the minimum at any distance, so the file never differentiates f or proves it convex. Because it is strict, it also gives uniqueness. In the case D ≥ 0, the exponent in `modelError_excess` is written in the same form as the one the lemma produces, so `linarith` can treat the two exponentials as the same quantity.

## What the theorems say about a run, and where the model stops

All quantities are real numbers, with times in one common unit. `transient` is the decaying offset, and `windowMean` is its actual interval integral divided by the window length. `modelError` is f, `stationaryDiscard` is D, which may be negative, and `optimalDiscard` is d*. The hypotheses `hA`, `ht`, `hs` and `hM` state that A, t0, s and M are positive, except that in `integral_transient` `ht` asks only for t0 ≠ 0.

In words, `minimizer_iff` says the following. For all positive A, t0, s and M and every real d, the number d is non-negative and has a model error no larger than that of any other non-negative discard if and only if d equals max(0, (t0/2) ln(2A²t0/s)). This one statement contains existence, uniqueness and the formula. Independence of run length can be read from it directly, since M appears in the error but not in the formula.

The bias bound and the minimization are separate results. `windowMean_lt` concerns the exact time average of the transient, whereas `modelError` is a definition that the file does not derive from a sampling process. For a discard d inside a run of total length M, the retained window has length M − d, and the model replaces this by M in the bias and expands to first order in the variance. Its bias term is therefore an approximation for d and t0 much smaller than M, and not an upper bound on the true bias. If the full M − d is kept in both terms, the stationary point depends on M in general. The variance term also assumes equilibrium noise from the start of the run. When every run starts from the same fixed configuration, the early noise can differ from that, and this can change the variance by an amount of order 1/M², the same order as the squared bias.

The minimization also runs over all d ≥ 0, including values beyond M. If d* is comparable to M or larger, the theorem still holds for the function f, but the run is too short for the model, and d* is no longer a sensible setting.

Time is continuous here. A code averages discrete samples, and a sum that includes the sample at t = 0 can exceed the integral bound. In a long run the excess is slight when the sampling interval is small compared with t0, and large when the interval is much longer than t0. Several relaxation times, time-step error and population-control bias in DMC are absent from the model. So is the uncertainty of A, t0 and s, which in practice must be estimated from the data.
